# For $t,U>0$, the iterated UHF moment of the half-filled Hubbard dimer has a nonzero limit from a nonzero start exactly when $U>2t$

Sites are numbered 0 and 1. The hopping amplitude is $t$, the on-site repulsion is $U$, and there is one electron of each spin $s=\pm1$. The staggered moment is $m=n_{0\uparrow}-n_{0\downarrow}$, with the opposite value on site 1. Each site is taken to hold one electron on average, so $n_{0\uparrow}=(1+m)/2$ and $n_{0\downarrow}=(1-m)/2$. In unrestricted Hartree–Fock (UHF), an electron of spin $s$ on site 0 feels the mean field $U(1-sm)/2$, and on site 1 $U(1+sm)/2$. Dropping the constant $U/2$ gives `fock`.

```lean
import Mathlib

open Matrix Filter Topology

namespace HubbardDimerUHF

noncomputable section

/-- The mean-field (Fock) matrix of the half-filled Hubbard dimer with staggered moment `m`,
for spin up (`s = 1`) or spin down (`s = -1`), without the constant shift `U / 2`. -/
def fock (t U m s : ℝ) : Matrix (Fin 2) (Fin 2) ℝ :=
  !![-(s * U * m / 2), -t; -t, s * U * m / 2]
```

Write $S=\sqrt{4t^2+U^2m^2}$. A ground orbital is a real unit vector $v$ with eigenvalue $-S/2$.

```lean
/-- A normalized orbital of the Fock matrix with energy `-√(4t² + U²m²) / 2`. -/
def IsGroundOrbital (t U m s : ℝ) (v : Fin 2 → ℝ) : Prop :=
  v ⬝ᵥ v = 1 ∧ fock t U m s *ᵥ v = (-(√(4 * t ^ 2 + U ^ 2 * m ^ 2) / 2)) • v
```

One cycle is $m\mapsto Um/S$, derived below from the orbitals.

```lean
/-- One self-consistency cycle for the staggered moment. -/
def scfStep (t U m : ℝ) : ℝ := U * m / √(4 * t ^ 2 + U ^ 2 * m ^ 2)
```

With $q=4t^2/U^2$ and start $m_0$, `growth` is $D_k=q^k+m_0^2\sum_{j<k}q^j$.

```lean
/-- The quantity `q^k + m² (1 + q + ... + q^(k-1))`, which rescales the squared moment
after `k` cycles. -/
def growth (q m : ℝ) (k : ℕ) : ℝ := q ^ k + m ^ 2 * ∑ j ∈ Finset.range k, q ^ j
```

## Spin labels with $s^2=1$

The two spins feel opposite fields of equal strength. With $a=sUm/2$, the energy of $w$ is
$$-\big[a(w_0^2-w_1^2)+t\,(2w_0w_1)\big].$$
By Cauchy–Schwarz the bracket is at most $\sqrt{a^2+t^2}\,(w_0^2+w_1^2)$, and $s^2=1$ makes the root $S/2$. Equality is reached, since $(w_0^2-w_1^2,\,2w_0w_1)$ can point in any direction, so $-S/2$ is the lowest level. The proof writes the Cauchy–Schwarz gap as a perfect square, using `hs` there. For $|s|>1$ and $Um\neq0$ the bound would fail.

```lean
/-- No orbital has a mean-field energy below `-√(4t² + U²m²) / 2` times its squared norm. -/
theorem fock_energy_lower_bound (t U m s : ℝ) (hs : s ^ 2 = 1) (w : Fin 2 → ℝ) :
    -(√(4 * t ^ 2 + U ^ 2 * m ^ 2) / 2) * (w ⬝ᵥ w) ≤ w ⬝ᵥ (fock t U m s *ᵥ w) := by
  have hE : w ⬝ᵥ (fock t U m s *ᵥ w) =
      -(s * U * m / 2 * (w 0 ^ 2 - w 1 ^ 2) + 2 * t * w 0 * w 1) := by
    simp [fock, Matrix.mulVec, dotProduct, Fin.sum_univ_two]
    ring
  have hN : w ⬝ᵥ w = w 0 ^ 2 + w 1 ^ 2 := by
    simp only [dotProduct, Fin.sum_univ_two]
    ring
  have hS : √(4 * t ^ 2 + U ^ 2 * m ^ 2) ^ 2 = 4 * t ^ 2 + U ^ 2 * m ^ 2 :=
    Real.sq_sqrt (by positivity)
  have hS0 := Real.sqrt_nonneg (4 * t ^ 2 + U ^ 2 * m ^ 2)
  rw [hE, hN]
  generalize √(4 * t ^ 2 + U ^ 2 * m ^ 2) = S at hS hS0 ⊢
  -- the gap in the Cauchy-Schwarz inequality is a perfect square
  have hid : (S / 2 * (w 0 ^ 2 + w 1 ^ 2)) ^ 2
      - (s * U * m / 2 * (w 0 ^ 2 - w 1 ^ 2) + 2 * t * w 0 * w 1) ^ 2
      = (t * (w 0 ^ 2 - w 1 ^ 2) - s * U * m / 2 * (2 * w 0 * w 1)) ^ 2 := by
    linear_combination (w 0 ^ 2 + w 1 ^ 2) ^ 2 / 4 * hS
      - (w 0 ^ 2 + w 1 ^ 2) ^ 2 * U ^ 2 * m ^ 2 / 4 * hs
  have hsq := sq_nonneg (t * (w 0 ^ 2 - w 1 ^ 2) - s * U * m / 2 * (2 * w 0 * w 1))
  have habs := abs_le_of_sq_le_sq (by linarith :
    (s * U * m / 2 * (w 0 ^ 2 - w 1 ^ 2) + 2 * t * w 0 * w 1) ^ 2
      ≤ (S / 2 * (w 0 ^ 2 + w 1 ^ 2)) ^ 2) (by positivity)
  have hle := (abs_le.mp habs).2
  linarith
```

## Occupied orbitals: normalised, at energy $-S/2$

Normalisation means one electron per orbital. The eigenvalue equations are
$$-av_0-tv_1=-\tfrac S2v_0,\qquad -tv_0+av_1=-\tfrac S2v_1.$$
Multiply by $v_0$ and $v_1$ and subtract: the hopping cancels, leaving $a(v_0^2+v_1^2)=\tfrac S2(v_0^2-v_1^2)$. Since $v_0^2+v_1^2=1$, this is $S(2v_0^2-1)=sUm$. The final `linear_combination` does the same elimination. An unnormalised vector would rescale the density; the upper level would reverse its polarisation.

```lean
/-- The density `v₀²` of a ground orbital on the first site satisfies `√(4t² + U²m²) (2 v₀² - 1) = s
U m`. -/
theorem ground_orbital_density {t U m s : ℝ} {v : Fin 2 → ℝ}
    (h : IsGroundOrbital t U m s v) :
    √(4 * t ^ 2 + U ^ 2 * m ^ 2) * (2 * v 0 ^ 2 - 1) = s * U * m := by
  obtain ⟨hn, he⟩ := h
  have hN : v 0 * v 0 + v 1 * v 1 = 1 := by
    simpa only [dotProduct, Fin.sum_univ_two] using hn
  have e0 : -(s * U * m / 2) * v 0 + -t * v 1
      = -(√(4 * t ^ 2 + U ^ 2 * m ^ 2) / 2) * v 0 := by
    simpa [fock, Matrix.mulVec, dotProduct, Fin.sum_univ_two] using congrFun he 0
  have e1 : -t * v 0 + s * U * m / 2 * v 1
      = -(√(4 * t ^ 2 + U ^ 2 * m ^ 2) / 2) * v 1 := by
    simpa [fock, Matrix.mulVec, dotProduct, Fin.sum_univ_two] using congrFun he 1
  -- the hopping drops out of the difference of the two projected equations
  linear_combination 2 * v 0 * e0 - 2 * v 1 * e1
    + (√(4 * t ^ 2 + U ^ 2 * m ^ 2) + s * U * m) * hN
```

## Hopping $t>0$

Hopping separates the two levels even at $m=0$. It ensures $S>0$, so subtracting the density relations for the up orbital $u$ and down orbital $d$ gives $u_0^2-d_0^2=Um/S$. Adding them gives $u_0^2+d_0^2=1$, so each site keeps one electron on average. The proof uses `ht` for the division by $S$; $t\neq0$ would be enough. At $t=m=0$ the Fock matrix vanishes, every unit vector is a ground orbital, and the new moment is undetermined.

```lean
/-- Filling the up and down ground orbitals of the Fock matrices with moment `m` produces
the new moment `U m / √(4t² + U²m²)` on the first site. -/
theorem new_moment_eq_scfStep {t U m : ℝ} (ht : 0 < t) {u d : Fin 2 → ℝ}
    (hu : IsGroundOrbital t U m 1 u) (hd : IsGroundOrbital t U m (-1) d) :
    u 0 ^ 2 - d 0 ^ 2 = scfStep t U m := by
  have hS : 0 < √(4 * t ^ 2 + U ^ 2 * m ^ 2) := Real.sqrt_pos.2 (by positivity)
  have h1 := ground_orbital_density hu
  have h2 := ground_orbital_density hd
  rw [scfStep, eq_div_iff hS.ne']
  linear_combination (h1 - h2) / 2
```

For $t=24$, $U=28$, $m=1/2$, we get $S=\sqrt{2304+196}=50$ and a new moment $14/50=0.28$. The orbitals below agree: $16/25-9/25=0.28$.

```lean
/-- For `t = 24`, `U = 28`, `m = 1/2` the orbitals `(4/5, 3/5)` and `(3/5, 4/5)` are ground
orbitals for spin up and spin down. -/
theorem ground_orbital_witness :
    IsGroundOrbital 24 28 (1 / 2) 1 ![4 / 5, 3 / 5] ∧
      IsGroundOrbital 24 28 (1 / 2) (-1) ![3 / 5, 4 / 5] := by
  have hS : √(4 * (24 : ℝ) ^ 2 + 28 ^ 2 * (1 / 2) ^ 2) = 50 := by
    rw [show 4 * (24 : ℝ) ^ 2 + 28 ^ 2 * (1 / 2) ^ 2 = 50 ^ 2 by norm_num]
    exact Real.sqrt_sq (by norm_num)
  unfold IsGroundOrbital
  rw [hS]
  refine ⟨⟨?_, ?_⟩, ⟨?_, ?_⟩⟩
  · norm_num [dotProduct, Fin.sum_univ_two]
  · ext i
    fin_cases i <;> norm_num [fock, Matrix.mulVec, dotProduct, Fin.sum_univ_two]
  · norm_num [dotProduct, Fin.sum_univ_two]
  · ext i
    fin_cases i <;> norm_num [fock, Matrix.mulVec, dotProduct, Fin.sum_univ_two]
```

## Repulsion $U>0$

Repulsion makes the new moment keep the sign of the old one. If $m_k=m_0/\sqrt{D_k}$, then
$$m_{k+1}=\frac{Um_0}{\sqrt{4t^2D_k+U^2m_0^2}}=\frac{m_0}{\sqrt{qD_k+m_0^2}},$$
and $qD_k+m_0^2=D_{k+1}$. As $D_0=1$, induction gives the solution for every real $m_0$. In Lean, `hrec` is the recursion and `hS` evaluates the square root, with $U>0$ fixing its sign. For $U<0$ each cycle would flip the sign, and for $U<-2t$ a nonzero moment would oscillate without converging.

```lean
/-- Exact solution of the iteration: the moment after `k` cycles from any start `m₀`. -/
theorem scf_closed_form {t U : ℝ} (ht : 0 < t) (hU : 0 < U) (m₀ : ℝ) (k : ℕ) :
    (scfStep t U)^[k] m₀ = m₀ / √(growth (4 * t ^ 2 / U ^ 2) m₀ k) := by
  have hq : 0 < 4 * t ^ 2 / U ^ 2 := by positivity
  have hqU : U ^ 2 * (4 * t ^ 2 / U ^ 2) = 4 * t ^ 2 := mul_div_cancel₀ _ (by positivity)
  generalize 4 * t ^ 2 / U ^ 2 = q at hq hqU ⊢
  have hpos : ∀ n, 0 < growth q m₀ n := fun n => by
    unfold growth
    positivity
  induction k with
  | zero => simp [growth]
  | succ k ih =>
    rw [Function.iterate_succ_apply', ih]
    have hrec : growth q m₀ (k + 1) = q * growth q m₀ k + m₀ ^ 2 := by
      unfold growth
      rw [geom_sum_succ]
      ring
    have hD := hpos k
    have hD' := hpos (k + 1)
    generalize growth q m₀ (k + 1) = D' at hrec hD' ⊢
    generalize growth q m₀ k = D at hrec hD ⊢
    have h1 : √D ≠ 0 := (Real.sqrt_pos.2 hD).ne'
    have h2 : √D' ≠ 0 := (Real.sqrt_pos.2 hD').ne'
    -- the new square root is again of the same form
    have hS : 4 * t ^ 2 + U ^ 2 * (m₀ / √D) ^ 2 = (U * √D' / √D) ^ 2 := by
      rw [div_pow, div_pow, mul_pow, Real.sq_sqrt hD.le, Real.sq_sqrt hD'.le, hrec,
        eq_div_iff hD.ne', add_mul, mul_assoc (U ^ 2), div_mul_cancel₀ _ hD.ne']
      linear_combination (-D) * hqU
    rw [scfStep, hS, Real.sqrt_sq (by positivity)]
    field_simp
```

## Coupling above or below $2t$

The comparison of $U$ with $2t$ weighs repulsion against delocalisation. If $U>2t$, then $q<1$ and $D_k\to m_0^2/(1-q)$, so a positive start gives $m_k\to\sqrt{1-q}$. The proof takes this limit from the geometric series.

```lean
/-- For `0 < q < 1` and a positive start the exact solution tends to `√(1 - q)`. -/
theorem tendsto_ordered {q m : ℝ} (hq : 0 < q) (hq1 : q < 1) (hm : 0 < m) :
    Tendsto (fun k => m / √(growth q m k)) atTop (𝓝 √(1 - q)) := by
  have hr : 0 < 1 - q := by linarith
  have hg : Tendsto (fun k => growth q m k) atTop (𝓝 (0 + m ^ 2 * (1 - q)⁻¹)) :=
    (tendsto_pow_atTop_nhds_zero_of_lt_one hq.le hq1).add
      ((hasSum_geometric_of_lt_one hq.le hq1).tendsto_sum_nat.const_mul (m ^ 2))
  have hne : √(0 + m ^ 2 * (1 - q)⁻¹) ≠ 0 := (Real.sqrt_pos.2 (by positivity)).ne'
  have hlim : m / √(0 + m ^ 2 * (1 - q)⁻¹) = √(1 - q) := by
    have h1 : √(1 - q) ≠ 0 := (Real.sqrt_pos.2 hr).ne'
    rw [zero_add, Real.sqrt_mul (sq_nonneg m), Real.sqrt_sq hm.le, Real.sqrt_inv]
    field_simp
  rw [← hlim]
  exact tendsto_const_nhds.div hg.sqrt hne
```

If $U\le2t$, then $q\ge1$, each term of the sum is at least one, and $D_k\ge km_0^2$. For $m_0\ne0$ the denominator diverges; for $m_0=0$ the moment is already zero.

```lean
/-- For `q ≥ 1` the exact solution tends to zero from every start. -/
theorem tendsto_disordered {q : ℝ} (hq : 1 ≤ q) (m : ℝ) :
    Tendsto (fun k => m / √(growth q m k)) atTop (𝓝 0) := by
  rcases eq_or_ne m 0 with rfl | hm
  · simp
  have hm2 : 0 < m ^ 2 := by positivity
  -- the geometric sum has `k` terms, each at least one
  have hb : ∀ k : ℕ, m ^ 2 * (k : ℝ) ≤ growth q m k := fun k => by
    have h1 : (k : ℝ) ≤ ∑ j ∈ Finset.range k, q ^ j := by
      calc (k : ℝ) = ∑ _j ∈ Finset.range k, (1 : ℝ) := by simp
        _ ≤ _ := Finset.sum_le_sum fun j _ => one_le_pow₀ hq
    have h2 : 0 ≤ q ^ k := by positivity
    have h3 := mul_le_mul_of_nonneg_left h1 hm2.le
    unfold growth
    linarith
  have hg : Tendsto (fun k => growth q m k) atTop atTop :=
    tendsto_atTop_mono hb (tendsto_natCast_atTop_atTop.const_mul_atTop hm2)
  exact tendsto_const_nhds.div_atTop (Real.tendsto_sqrt_atTop.comp hg)
```

## Sign of the start $m_0$

The sign says which site initially carries the up-spin excess. Above $2t$ it selects the limit, because $m_0/\sqrt{m_0^2}=\pm1$; the proof obtains the negative case by reflection. Without a nonzero start there is nothing to amplify, and $m_0=0$ stays at zero for every $U>0$. Here `(scfStep t U)^[k] m₀` is the moment after $k$ cycles, and `Tendsto … atTop` is the limit $k\to\infty$.

```lean
/-- Limits of the UHF iteration of the dimer with `t, U > 0`: for `U > 2t` the moment tends to `±√(1
- 4t²/U²)` with the sign of the start, for `U ≤ 2t` it tends to zero, and the symmetric start stays
at zero in both cases. -/
theorem uhf_iteration_limits {t U : ℝ} (ht : 0 < t) (hU : 0 < U) :
    (2 * t < U → ∀ m₀ : ℝ,
      (0 < m₀ → Tendsto (fun k => (scfStep t U)^[k] m₀) atTop
        (𝓝 √(1 - 4 * t ^ 2 / U ^ 2))) ∧
      (m₀ < 0 → Tendsto (fun k => (scfStep t U)^[k] m₀) atTop
        (𝓝 (-√(1 - 4 * t ^ 2 / U ^ 2))))) ∧
    (U ≤ 2 * t → ∀ m₀ : ℝ, Tendsto (fun k => (scfStep t U)^[k] m₀) atTop (𝓝 0)) ∧
    (∀ k : ℕ, (scfStep t U)^[k] 0 = 0) := by
  simp only [scf_closed_form ht hU]
  have hq : 0 < 4 * t ^ 2 / U ^ 2 := by positivity
  have hU2 : 0 < U ^ 2 := by positivity
  refine ⟨fun h m₀ => ?_, fun h m₀ => ?_, fun k => zero_div _⟩
  · have hq1 : 4 * t ^ 2 / U ^ 2 < 1 := by
      rw [div_lt_one hU2]
      nlinarith
    refine ⟨fun hm => tendsto_ordered hq hq1 hm, fun hm => ?_⟩
    -- a negative start mirrors the positive one
    refine (tendsto_ordered hq hq1 (neg_pos.2 hm)).neg.congr fun k => ?_
    simp only [growth, neg_sq, neg_div, neg_neg]
  · refine tendsto_disordered ?_ m₀
    rw [one_le_div hU2]
    nlinarith
```

At $U=2t$, $q=1$ and $D_k=1+km_0^2$, so a nonzero moment decays only as $1/\sqrt k$.

```lean
/-- At the critical coupling `U = 2t` the moment after `k` cycles is `m₀ / √(1 + k m₀²)`. -/
theorem critical_slowing_down {t : ℝ} (ht : 0 < t) (m₀ : ℝ) (k : ℕ) :
    (scfStep t (2 * t))^[k] m₀ = m₀ / √(1 + k * m₀ ^ 2) := by
  have hq : 4 * t ^ 2 / (2 * t) ^ 2 = 1 := by
    rw [div_eq_one_iff_eq (by positivity)]
    ring
  have hg : growth 1 m₀ k = 1 + k * m₀ ^ 2 := by
    simp [growth, mul_comm]
  rw [scf_closed_form ht (by positivity), hq, hg]

end

end HubbardDimerUHF
```

```lean
#print axioms HubbardDimerUHF.fock_energy_lower_bound
#print axioms HubbardDimerUHF.new_moment_eq_scfStep
#print axioms HubbardDimerUHF.uhf_iteration_limits
#print axioms HubbardDimerUHF.critical_slowing_down
```

```
'HubbardDimerUHF.fock_energy_lower_bound' depends on axioms: [propext, Classical.choice, Quot.sound]
'HubbardDimerUHF.new_moment_eq_scfStep' depends on axioms: [propext, Classical.choice, Quot.sound]
'HubbardDimerUHF.uhf_iteration_limits' depends on axioms: [propext, Classical.choice, Quot.sound]
'HubbardDimerUHF.critical_slowing_down' depends on axioms: [propext, Classical.choice, Quot.sound]
```

A UHF code performs this step by building both Fock matrices from the current densities, diagonalising them, filling the lowest orbitals and recomputing the densities. In this one-parameter, two-site model, a spin-symmetric guess therefore never finds the magnetised solution, even when $U>2t$. The theorems treat exact, undamped iteration of a collinear staggered moment; they cover neither density mixing nor the correlated ground state.
